# Weak duality and complementary slackness for the two-matrix semidefinite program

## Definitions and conventions

All matrices are complex and square, with rows and columns labelled by a finite set of pair states. $K$ is the reduced Hamiltonian, $D$ the trial two-particle density matrix (two-matrix), and $A_i$ a finite family of constraint matrices with real right-hand sides $b_i$ and real multipliers $y_i$. The dagger is the conjugate transpose. $M \succeq 0$ means that $M$ is Hermitian and $v^\dagger M v \ge 0$ for every vector $v$.

In Lean 4 with Mathlib:

```lean
import Mathlib

open Matrix
open scoped ComplexOrder MatrixOrder

namespace TwoMatrixWeakDuality

noncomputable section

variable {n m : Type*} [Fintype n] [DecidableEq n] [Fintype m]
```

The type `n` labels the pair states and the type `m` labels the constraints, so `Matrix n n ℂ` is a complex matrix on the pair space, and a family $A_i$ is a function `A : m → Matrix n n ℂ` whose value at $i$ is written `A i`. The comments in the code write this index as a subscript `m`, so `A_m` there is $A_i$ here. Nothing in `n` encodes orbitals, spin or antisymmetry; it is any finite index set. The line with `ComplexOrder` and `MatrixOrder` fixes two meanings of `≤`. For complex numbers, $z \le w$ means $\operatorname{Re} z \le \operatorname{Re} w$ and $\operatorname{Im} z = \operatorname{Im} w$, so $0 \le z$ says that $z$ is real and nonnegative. For matrices, $0 \le M$ means $M \succeq 0$ and is not a statement about single entries.

```lean
/-- Energy of a two-matrix `D` for the reduced Hamiltonian `K`: the real part of `tr (K D)`. -/
def energy (K D : Matrix n n ℂ) : ℝ := (trace (K * D)).re
```

A `def` gives a name, the arguments with their types, the type of the result, and after `:=` the value. Here `*` is the matrix product and `.re` the real part:
$$E(D) = \operatorname{Re}\operatorname{tr}(KD).$$

```lean
/-- Dual slack matrix `K - ∑ y_m A_m` for real multipliers `y`. -/
def slack (K : Matrix n n ℂ) (A : m → Matrix n n ℂ) (y : m → ℝ) : Matrix n n ℂ :=
  K - ∑ i, (y i : ℂ) • A i
```

The slack matrix is $S(y) = K - \sum_i y_i A_i$. The expression `(y i : ℂ)` reads the real number $y_i$ as a complex one, and `•` multiplies a matrix by a scalar.

```lean
/-- Dual objective `∑ y_m b_m`. -/
def dualValue (y b : m → ℝ) : ℝ := ∑ i, y i * b i
```

The dual value is the real number $d(y) = \sum_i y_i b_i$.

```lean
/-- `D` is positive semidefinite and meets the linear constraints `tr (A_m D) = b_m`. -/
def PrimalFeasible (A : m → Matrix n n ℂ) (b : m → ℝ) (D : Matrix n n ℂ) : Prop :=
  D.PosSemidef ∧ ∀ i, trace (A i * D) = (b i : ℂ)
```

A definition of type `Prop` is a condition. $D$ is primal feasible when $D \succeq 0$ and (`∧`) $\operatorname{tr}(A_i D) = b_i$ for all $i$. The constraint is an equation between complex numbers, so it also requires each $\operatorname{tr}(A_i D)$ to be real.

```lean
/-- The multipliers `y` make the slack matrix positive semidefinite. -/
def DualFeasible (K : Matrix n n ℂ) (A : m → Matrix n n ℂ) (y : m → ℝ) : Prop :=
  (slack K A y).PosSemidef
```

The multipliers $y$ are dual feasible when $S(y) \succeq 0$. Physical $K$ and $A_i$ are Hermitian, but no statement below assumes this: `PosSemidef` contains Hermiticity of $D$ and of $S(y)$, and no other Hermiticity is needed.

The primal problem is to minimise $E(D)$ over feasible $D$, the dual to maximise $d(y)$ over feasible $y$. In a finite one-particle basis, if the two-matrix of the exact ground state satisfies the chosen constraints and $\operatorname{tr}(KD)$ is its energy, every dual feasible $y$ gives a lower bound $d(y)$ on the ground-state energy in that basis. That link to a many-electron state is a physical input which the code never derives, since it starts from given $K$, $A_i$ and $b_i$ with one positivity condition on one matrix $D$.

## The trace of a product of positive matrices

```lean
/-- For positive semidefinite `S` and `D` the trace `tr (S D)` is real and nonnegative,
and it vanishes exactly when `S D = 0`. -/
theorem trace_mul_posSemidef {S D : Matrix n n ℂ} (hS : S.PosSemidef) (hD : D.PosSemidef) :
    0 ≤ trace (S * D) ∧ (trace (S * D) = 0 ↔ S * D = 0) := by
  obtain ⟨B, hB⟩ : ∃ B : Matrix n n ℂ, S = Bᴴ * B :=
    CStarAlgebra.nonneg_iff_eq_star_mul_self.mp hS.nonneg
  obtain ⟨C, hC⟩ : ∃ C : Matrix n n ℂ, D = Cᴴ * C :=
    CStarAlgebra.nonneg_iff_eq_star_mul_self.mp hD.nonneg
  -- cyclicity turns the trace into the squared Frobenius norm of `B Cᴴ`
  have h : trace (S * D) = trace ((B * Cᴴ)ᴴ * (B * Cᴴ)) := by
    rw [hB, hC, conjTranspose_mul B Cᴴ, conjTranspose_conjTranspose]
    calc trace (Bᴴ * B * (Cᴴ * C)) = trace ((Bᴴ * B * Cᴴ) * C) := by
          simp only [Matrix.mul_assoc]
      _ = trace (C * (Bᴴ * B * Cᴴ)) := trace_mul_comm _ _
      _ = trace (C * Bᴴ * (B * Cᴴ)) := by simp only [Matrix.mul_assoc]
  refine ⟨?_, ?_, ?_⟩
  · rw [h]
    exact (posSemidef_conjTranspose_mul_self _).trace_nonneg
  · intro h0
    rw [h] at h0
    have hz : B * Cᴴ = 0 := trace_conjTranspose_mul_self_eq_zero_iff.mp h0
    calc S * D = Bᴴ * (B * Cᴴ) * C := by rw [hB, hC]; simp only [Matrix.mul_assoc]
      _ = 0 := by rw [hz, Matrix.mul_zero, Matrix.zero_mul]
  · intro h0
    rw [h0, trace_zero]
```

A `theorem` lists variables and named hypotheses, then after the colon the claim, then after `by` the proof. In words: if $S \succeq 0$ (`hS`) and $D \succeq 0$ (`hD`), then $\operatorname{tr}(SD)$ is real and nonnegative, and $\operatorname{tr}(SD) = 0$ if and only if (`↔`) $SD$ is the zero matrix.

By hand, factor $S = B^\dagger B$ and $D = C^\dagger C$, for instance with the Hermitian square roots. Moving the last factor to the front of the trace gives
$$\operatorname{tr}(SD) = \operatorname{tr}(B^\dagger B\, C^\dagger C) = \operatorname{tr}(C B^\dagger\, B C^\dagger) = \operatorname{tr}(M^\dagger M), \qquad M = BC^\dagger .$$
With $p, q$ running over pair states, $\operatorname{tr}(M^\dagger M) = \sum_{p,q} |M_{pq}|^2$, which is real and nonnegative. If it vanishes, every entry of $M$ vanishes, and then $SD = B^\dagger (B C^\dagger) C = B^\dagger M C = 0$. Conversely $SD = 0$ has zero trace.

In the code `ᴴ` is the dagger. The two `obtain` lines produce $B$ and $C$ from `CStarAlgebra.nonneg_iff_eq_star_mul_self`, which says that a nonnegative element has the form $B^\dagger B$. The statement `h` is the displayed identity; its `calc` block is a chain of equalities, with `trace_mul_comm` as the cyclic move and `Matrix.mul_assoc` regrouping brackets. `refine ⟨?_, ?_, ?_⟩` splits the claim into nonnegativity and the two directions of the equivalence. Nonnegativity comes from $M^\dagger M \succeq 0$; in the forward direction `trace_conjTranspose_mul_self_eq_zero_iff` gives `hz`, which is $M = 0$, and the second `calc` is $SD = B^\dagger M C$.

An easy mistake is to argue that $SD$ is positive semidefinite because both factors are, and to read off the sign of the trace from that. The product need not even be Hermitian: $S = \begin{pmatrix}1&1\\1&1\end{pmatrix}$ and $D = \begin{pmatrix}1&0\\0&0\end{pmatrix}$ give $SD = \begin{pmatrix}1&0\\1&0\end{pmatrix}$. The matrix that is positive is $M^\dagger M$, which shares its trace with $SD$. The step from zero trace to zero product also uses positivity of both factors: $S = \operatorname{diag}(1,-1)$ with $D$ the identity has $\operatorname{tr}(SD) = 0$ and $SD \ne 0$.

## The gap identity

```lean
omit [DecidableEq n] in
/-- If `D` meets the linear constraints, `tr (K D)` is the dual objective plus the trace of
the slack matrix against `D`. -/
theorem duality_gap (K D : Matrix n n ℂ) (A : m → Matrix n n ℂ) (y b : m → ℝ)
    (hb : ∀ i, trace (A i * D) = (b i : ℂ)) :
    trace (K * D) = (dualValue y b : ℂ) + trace (slack K A y * D) := by
  unfold slack dualValue
  rw [Matrix.sub_mul, trace_sub, Finset.sum_mul, trace_sum]
  simp only [Matrix.smul_mul, trace_smul, hb, smul_eq_mul]
  push_cast
  ring
```

For arbitrary matrices, with only the linear constraints `hb` assumed and no positivity,
$$\operatorname{tr}(KD) = d(y) + \operatorname{tr}\big(S(y)D\big)$$
as complex numbers. By hand, linearity of the trace gives
$$\operatorname{tr}\big(S(y) D\big) = \operatorname{tr}(KD) - \sum_i y_i \operatorname{tr}(A_i D) = \operatorname{tr}(KD) - \sum_i y_i b_i .$$
The `rw` line distributes $D$ and the trace over the difference and the sum, `simp only` pulls out each $y_i$ and substitutes `hb`, `push_cast` rewrites the real sum as a sum of complex numbers, and `ring` finishes the rearrangement.

## Weak duality

```lean
/-- Weak duality: for feasible `D` and `y`, `tr (K D)` is real, the energy is at least
`∑ y_m b_m`, and equality holds exactly when the slack matrix annihilates `D`. -/
theorem weak_duality {K D : Matrix n n ℂ} {A : m → Matrix n n ℂ} {y b : m → ℝ}
    (hD : PrimalFeasible A b D) (hy : DualFeasible K A y) :
    (trace (K * D)).im = 0 ∧ dualValue y b ≤ energy K D ∧
      (energy K D = dualValue y b ↔ slack K A y * D = 0) := by
  obtain ⟨h0, hiff⟩ := trace_mul_posSemidef hy hD.1
  obtain ⟨hre, him⟩ := Complex.le_def.mp h0
  rw [Complex.zero_re] at hre
  rw [Complex.zero_im] at him
  have gap := duality_gap K D A y b hD.2
  have hE : energy K D = dualValue y b + (trace (slack K A y * D)).re := by
    unfold energy
    rw [gap, Complex.add_re, Complex.ofReal_re]
  refine ⟨?_, by linarith, ?_, ?_⟩
  · rw [gap, Complex.add_im, Complex.ofReal_im, ← him, add_zero]
  · intro h
    -- a closed gap forces `tr (S D) = 0`
    apply hiff.mp
    apply Complex.ext
    · rw [Complex.zero_re]
      linarith
    · rw [Complex.zero_im]
      exact him.symm
  · intro h
    rw [hE, h, trace_zero, Complex.zero_re, add_zero]
```

For primal feasible $D$ and dual feasible $y$ three things hold: $\operatorname{Im}\operatorname{tr}(KD) = 0$; $d(y) \le E(D)$; and $E(D) = d(y)$ if and only if $S(y) D = 0$. The first clause shows that taking the real part in `energy` discards nothing here.

By hand, put $t = \operatorname{tr}(S(y)D)$. The trace result gives $\operatorname{Im} t = 0$ and $\operatorname{Re} t \ge 0$. The imaginary part of the gap identity reads $\operatorname{Im}\operatorname{tr}(KD) = 0 + \operatorname{Im} t = 0$, and the real part reads $E(D) = d(y) + \operatorname{Re} t \ge d(y)$. If $E(D) = d(y)$, then $\operatorname{Re} t = 0$, hence $t = 0$, hence $S(y)D = 0$. If $S(y)D = 0$, then $t = 0$ and $E(D) = d(y)$.

In the code `hD.1` is $D \succeq 0$ and `hD.2` the constraints. `Complex.le_def` unpacks $0 \le t$ into `hre` for the real part and `him` for the imaginary part. `hE` is the real part of the gap identity, and `linarith`, a procedure for linear inequalities over the reals, gets the bound from `hE` and `hre`. `Complex.ext` proves $t = 0$ by treating both parts separately.

The statement covers the smallest cases. With no constraints, $S = K$ and $d = 0$, and it says that $K \succeq 0$ makes $E(D) \ge 0$. With an empty pair space all traces vanish, feasibility forces $b_i = 0$, and both sides are zero. The theorem compares a given feasible pair. It makes no claim that feasible points exist, that either optimum is attained, or that the two optimal values agree (strong duality).

## A certificate of optimality

```lean
/-- Complementary slackness certifies optimality: if the slack matrix of a feasible `y`
annihilates a feasible `D`, then `D` minimises the energy and `y` maximises the dual objective. -/
theorem optimal_of_complementary {K D : Matrix n n ℂ} {A : m → Matrix n n ℂ} {y b : m → ℝ}
    (hD : PrimalFeasible A b D) (hy : DualFeasible K A y) (h : slack K A y * D = 0) :
    (∀ D', PrimalFeasible A b D' → energy K D ≤ energy K D') ∧
      (∀ y', DualFeasible K A y' → dualValue y' b ≤ dualValue y b) := by
  have he := (weak_duality hD hy).2.2.mpr h
  constructor
  · intro D' hD'
    rw [he]
    exact (weak_duality hD' hy).2.1
  · intro y' hy'
    rw [← he]
    exact (weak_duality hD hy').2.1
```

If $D$ and $y$ are feasible and $S(y) D = 0$, then $E(D) \le E(D')$ for every primal feasible $D'$, and $d(y') \le d(y)$ for every dual feasible $y'$. By hand, the equality clause gives $E(D) = d(y)$. Weak duality for the pair $(D', y)$ gives $E(D') \ge d(y) = E(D)$, and for the pair $(D, y')$ it gives $d(y') \le E(D) = d(y)$. In the code `.2.2.mpr` selects the third clause of `weak_duality` and uses it from right to left, which yields `he`; `.2.1` selects the inequality. Optimality refers to the set defined by $A_i$ and $b_i$, which in electronic-structure use can contain matrices that come from no many-electron state.

## Inexact multipliers

```lean
/-- Bound from inexact multipliers: if the slack matrix shifted by `ε` times the identity is
positive semidefinite and `tr D = N`, the energy is at least `∑ y_m b_m - ε N`. -/
theorem inexact_dual_bound {K D : Matrix n n ℂ} {A : m → Matrix n n ℂ} {y b : m → ℝ}
    {ε N : ℝ} (hD : PrimalFeasible A b D) (hN : trace D = (N : ℂ))
    (hy : (slack K A y + (ε : ℂ) • (1 : Matrix n n ℂ)).PosSemidef) :
    dualValue y b - ε * N ≤ energy K D := by
  have h0 := (trace_mul_posSemidef hy hD.1).1
  rw [Matrix.add_mul, Matrix.smul_mul, Matrix.one_mul, trace_add, trace_smul, hN,
    smul_eq_mul, ← Complex.ofReal_mul] at h0
  have hre := (Complex.le_def.mp h0).1
  rw [Complex.zero_re, Complex.add_re, Complex.ofReal_re] at hre
  unfold energy
  rw [duality_gap K D A y b hD.2, Complex.add_re, Complex.ofReal_re]
  linarith
```

Let $\varepsilon$ and $N$ be real numbers and $\mathbb 1$ the identity matrix. If $D$ is primal feasible, $\operatorname{tr} D = N$, and $S(y) + \varepsilon \mathbb 1 \succeq 0$, then $d(y) - \varepsilon N \le E(D)$. The slack matrix itself may have negative eigenvalues. $N$ is the trace of $D$, not the electron number: it counts pairs, in whichever normalisation of the two-matrix is used. No sign of $\varepsilon$ is assumed, and for $N > 0$ a negative admissible $\varepsilon$ gives a bound above $d(y)$.

By hand, apply the trace result to the shifted matrix:
$$0 \le \operatorname{tr}\big((S(y) + \varepsilon \mathbb 1) D\big) = \operatorname{tr}\big(S(y)D\big) + \varepsilon N .$$
Taking real parts and inserting the gap identity gives $E(D) = d(y) + \operatorname{Re}\operatorname{tr}(S(y) D) \ge d(y) - \varepsilon N$. The first `rw` carries out the expansion inside `h0`, `hre` is its real part, and `linarith` combines it with `duality_gap`. Multipliers from a numerical solver that are slightly infeasible thus still give a lower bound in the finite model for feasible $D$ of known trace $N$, provided positivity of the shifted matrix is established exactly; rounding is not modelled.

## Rank-one two-matrices

```lean
/-- For a feasible rank-one two-matrix `ψ ψᴴ` and feasible `y`, the energy equals the dual
objective exactly when `ψ` lies in the kernel of the slack matrix. -/
theorem rank_one_equality {K : Matrix n n ℂ} {A : m → Matrix n n ℂ} {y b : m → ℝ}
    {ψ : n → ℂ} (hD : PrimalFeasible A b (vecMulVec ψ (star ψ))) (hy : DualFeasible K A y) :
    energy K (vecMulVec ψ (star ψ)) = dualValue y b ↔ slack K A y *ᵥ ψ = 0 := by
  rw [(weak_duality hD hy).2.2]
  have hm : ∀ i j, (slack K A y * vecMulVec ψ (star ψ)) i j
      = (slack K A y *ᵥ ψ) i * star (ψ j) := by
    intro i j
    simp only [Matrix.mul_apply, vecMulVec_apply, Matrix.mulVec, dotProduct, Finset.sum_mul,
      mul_assoc, Pi.star_apply]
  constructor
  · intro h
    by_cases hψ : ψ = 0
    · rw [hψ, mulVec_zero]
    · obtain ⟨j, hj⟩ := Function.ne_iff.mp hψ
      funext i
      have hij := hm i j
      rw [h, Matrix.zero_apply] at hij
      exact (mul_eq_zero.mp hij.symm).resolve_right (star_ne_zero.mpr hj)
  · intro h
    ext i j
    rw [hm, h, Pi.zero_apply, zero_mul, Matrix.zero_apply]
```

`vecMulVec ψ (star ψ)` is the outer product $\psi\psi^\dagger$ with entries $\psi_i \overline{\psi_j}$, where in this theorem $i, j$ run over the pair states as in the code, and `*ᵥ` applies a matrix to a vector. If $\psi\psi^\dagger$ is primal feasible and $y$ dual feasible, then $E(\psi\psi^\dagger) = d(y)$ if and only if $S(y)\psi = 0$. Here $\psi$ is a vector on the pair space, not a general many-electron wavefunction: a pure state of two electrons has a two-matrix of this form, while for three or more electrons the two-matrix of a state never has rank one. The vector is not normalised: for $\psi \neq 0$ and $\varphi = \psi/\|\psi\|$, the trace is $\|\psi\|^2$ and the energy is $\|\psi\|^2 \operatorname{Re}(\varphi^\dagger K \varphi)$.

By hand, weak duality reduces the question to $S\psi\psi^\dagger = 0$ with $S = S(y)$, and
$$(S\psi\psi^\dagger)_{ij} = (S\psi)_i\, \overline{\psi_j},$$
which is `hm`. If $S\psi = 0$, all entries vanish. Conversely, let all entries vanish. For $\psi = 0$ there is nothing to show, and `by_cases` sets this case apart. Otherwise `Function.ne_iff` supplies $j$ with $\psi_j \ne 0$, and $(S\psi)_i \overline{\psi_j} = 0$ forces $(S\psi)_i = 0$ for every $i$, through `mul_eq_zero`. When the only constraint matrix is $\mathbb 1$, with multiplier $\lambda$, the condition reads $K\psi = \lambda\psi$.

## A two-by-two example

```lean
/-- For `K = [[0,1],[1,0]]` with the single constraint `tr D = 2`, the multiplier `-1` is
feasible; `D = [[1,-1],[-1,1]]` reaches the dual value and `D = 1` lies strictly above it. -/
theorem weak_duality_witness :
    let K : Matrix (Fin 2) (Fin 2) ℂ := !![0, 1; 1, 0]
    let A : Unit → Matrix (Fin 2) (Fin 2) ℂ := fun _ => 1
    let y : Unit → ℝ := fun _ => -1
    let b : Unit → ℝ := fun _ => 2
    DualFeasible K A y ∧ PrimalFeasible A b !![1, -1; -1, 1] ∧ PrimalFeasible A b 1 ∧
      energy K !![1, -1; -1, 1] = dualValue y b ∧ dualValue y b < energy K 1 := by
  intro K A y b
  have hS : slack K A y = (!![1, 1; 0, 0] : Matrix (Fin 2) (Fin 2) ℂ)ᴴ * !![1, 1; 0, 0] := by
    ext i j
    fin_cases i <;> fin_cases j <;>
      simp [slack, K, A, y, Matrix.mul_apply, Fin.sum_univ_succ]
  have hD : (!![1, -1; -1, 1] : Matrix (Fin 2) (Fin 2) ℂ)
      = (!![1, -1; 0, 0] : Matrix (Fin 2) (Fin 2) ℂ)ᴴ * !![1, -1; 0, 0] := by
    ext i j
    fin_cases i <;> fin_cases j <;> simp [Matrix.mul_apply, Fin.sum_univ_succ]
  refine ⟨?_, ⟨?_, fun _ => ?_⟩, ⟨PosSemidef.one, fun _ => ?_⟩, ?_, ?_⟩
  · unfold DualFeasible
    rw [hS]
    exact posSemidef_conjTranspose_mul_self _
  · rw [hD]
    exact posSemidef_conjTranspose_mul_self _
  · norm_num [A, b, trace_fin_two]
  · norm_num [A, b, trace_fin_two]
  · norm_num [energy, dualValue, K, y, b, trace_fin_two, Matrix.mul_apply, Fin.sum_univ_succ]
  · norm_num [energy, dualValue, K, y, b, trace_fin_two]

end

end TwoMatrixWeakDuality
```

`Fin 2` has the two labels $0, 1$, `Unit` has one element and so gives a single constraint, and `!![0, 1; 1, 0]` lists a matrix row by row. The data are
$$K = \begin{pmatrix}0&1\\1&0\end{pmatrix}, \quad A = \mathbb 1, \quad y = -1, \quad b = 2,$$
so the constraint is $\operatorname{tr} D = 2$ and $d(y) = -2$. The theorem states that $y$ is dual feasible, that $D_1 = \begin{pmatrix}1&-1\\-1&1\end{pmatrix}$ and $D_2 = \mathbb 1$ are primal feasible, that $E(D_1) = d(y)$, and that $d(y) < E(D_2)$.

By hand, $S = K + \mathbb 1$ has all entries equal to $1$ and equals $B^\dagger B$ with $B = \begin{pmatrix}1&1\\0&0\end{pmatrix}$, which is `hS`. Likewise $D_1 = C^\dagger C$ with $C = \begin{pmatrix}1&-1\\0&0\end{pmatrix}$, which is `hD`. Both traces are $2$. The product $KD_1 = \begin{pmatrix}-1&1\\1&-1\end{pmatrix}$ has trace $-2$, and $\operatorname{tr}(K D_2) = \operatorname{tr} K = 0 > -2$. In normalised terms $D_1 = 2\varphi\varphi^\dagger$ with $\varphi = (1,-1)^T/\sqrt2$, the eigenvector of $K$ with eigenvalue $-1$, and the energies per unit trace are $-1$ and $0$. In the code `ext i j` with `fin_cases` checks the two factorisations entry by entry, and `norm_num` evaluates the traces.

```lean
#print axioms TwoMatrixWeakDuality.weak_duality
#print axioms TwoMatrixWeakDuality.optimal_of_complementary
#print axioms TwoMatrixWeakDuality.inexact_dual_bound
#print axioms TwoMatrixWeakDuality.rank_one_equality
```

```
'TwoMatrixWeakDuality.weak_duality' depends on axioms: [propext, Classical.choice, Quot.sound]
'TwoMatrixWeakDuality.optimal_of_complementary' depends on axioms: [propext, Classical.choice, Quot.sound]
'TwoMatrixWeakDuality.inexact_dual_bound' depends on axioms: [propext, Classical.choice, Quot.sound]
'TwoMatrixWeakDuality.rank_one_equality' depends on axioms: [propext, Classical.choice, Quot.sound]
```
